# Electron-addition weights in a Hubbard cluster: 2(N − Ne + D) with the opposite spin absent, Ne − 2D with it present

**Q.** When I compute an electron-addition spectrum of a Hubbard cluster by Lanczos, I apply a creator to the ground state $\psi$, store the squared norm of the result and normalise it as the starting vector. The stored number multiplies the continued fraction and is the total weight of that spectrum. To separate the Hubbard sectors I project first, starting from $(1-n_{i,-s})c^\dagger_{is}\psi$ or $n_{i,-s}c^\dagger_{is}\psi$. What should the stored numbers add up to?

**A.** Let $\psi$ have norm one. Let $N$ be the number of sites, $N_e$ the mean electron number and $D$ the mean number of doubly occupied sites. Summed over sites $i$ and spins $s$, the squared norms are

$$\sum_{is}\|(1-n_{i,-s})c^\dagger_{is}\psi\|^2=2(N-N_e+D),\qquad \sum_{is}\|n_{i,-s}c^\dagger_{is}\psi\|^2=N_e-2D.$$

A code that already measures $N_e$ and $D$ can compare both sums before the first Lanczos iteration. A mismatch can come from a wrong projector or from the normalisation of $\psi$. The check doesn't test fermion signs in the occupation basis: there a creator sends the basis states it doesn't annihilate to distinct basis states, up to sign, so a wrong sign leaves the squared norms unchanged.

**Q.** Derive it by hand first.

**A.** Fix a site and a spin. Write $a=c_{is}$, $b=c_{i,-s}$, $n=a^\dagger a$ and $\bar n=b^\dagger b$. Three facts follow from the anticommutation relations:

- Since $2a^2=\{a,a\}=0$, we have $n^2=a^\dagger(aa^\dagger)a=a^\dagger(1-a^\dagger a)a=n$. Likewise $\bar n^2=\bar n$, so $(1-\bar n)^2=1-\bar n$.
- Moving $a$ past $b^\dagger$ and $b$ gives two signs: $a\bar n=-b^\dagger ab=\bar n a$. The adjoint gives $a^\dagger\bar n=\bar n a^\dagger$.
- Also $aa^\dagger=1-n$.

Because $\|A\psi\|^2=\langle A^\dagger A\rangle$, the weights for adding with the opposite spin absent, adding with it present, and removing with it absent are

$$\begin{aligned}
\langle a(1-\bar n)a^\dagger\rangle&=\langle(1-n)(1-\bar n)\rangle=1-\langle n\rangle-\langle\bar n\rangle+\langle n\bar n\rangle,\\
\langle a\bar n a^\dagger\rangle&=\langle(1-n)\bar n\rangle=\langle\bar n\rangle-\langle n\bar n\rangle,\\
\langle a^\dagger(1-\bar n)a\rangle&=\langle n(1-\bar n)\rangle=\langle n\rangle-\langle n\bar n\rangle.
\end{aligned}$$

Let $N_i$ and $D_i$ be the mean occupation and double occupancy of site $i$. Summing over both spins gives $2-2N_i+2D_i$, $N_i-2D_i$ and $N_i-2D_i$. Summing over sites gives the two rules. Adding the first and third totals gives $2N-N_e$, in which $D$ cancels.

For $D=0$ and $N_e=N(1-x)$, the addition totals are $2Nx$ and $N(1-x)$. Dividing by $N>0$ leaves $2x$ and $1-x$ per site.

**Q.** Now the formal version. What are its electrons?

**A.** They are complex square matrices that obey the relations. `Λ` is the finite set of sites and `m` labels the basis states.

In Lean 4 with Mathlib:

```lean
import Mathlib

open Matrix

namespace HubbardBandWeights

noncomputable section

variable {Λ m : Type*} [Fintype Λ] [DecidableEq Λ] [Fintype m] [DecidableEq m]

/-- Canonical anticommutation relations for annihilators `c i s` at site `i` with spin `s`
(`true` is up, `false` is down); the creators are the conjugate transposes. -/
structure CAR (c : Λ → Bool → Matrix m m ℂ) : Prop where
  anti : ∀ i s j t, c i s * c j t + c j t * c i s = 0
  mixed : ∀ i s j t, c i s * (c j t)ᴴ + (c j t)ᴴ * c i s = if i = j ∧ s = t then 1 else 0
```

A spin is a `Bool`, with `true` for up, and `!s` is the opposite spin. The creator is the conjugate transpose `ᴴ`. `anti` says that annihilators anticommute, and `mixed` gives the identity for equal site and spin and zero otherwise.

**Q.** Nothing says that `m` has $4^N$ elements.

**A.** It needn't. The matrices may act on a larger finite space, for instance that of an impurity with bath orbitals. If `Λ` holds only the impurity site, then $N$, $N_e$ and $D$ refer to that site alone.

**Q.** And the measured quantities?

**A.** They are defined as you would compute them from amplitudes.

```lean
/-- The squared norm of a state vector. -/
def sqNorm (v : m → ℂ) : ℝ := ∑ k, ‖v k‖ ^ 2

/-- The real part of the expectation value of `A` in the state `ψ`. -/
def expect (ψ : m → ℂ) (A : Matrix m m ℂ) : ℝ := (star ψ ⬝ᵥ A *ᵥ ψ).re

/-- The occupation operator of site `i` and spin `s`. -/
def num (c : Λ → Bool → Matrix m m ℂ) (i : Λ) (s : Bool) : Matrix m m ℂ := (c i s)ᴴ * c i s

/-- The mean number of electrons in the state `ψ`. -/
def electronNumber (c : Λ → Bool → Matrix m m ℂ) (ψ : m → ℂ) : ℝ :=
  ∑ i, ∑ s, expect ψ (num c i s)

/-- The mean number of doubly occupied sites in the state `ψ`. -/
def doubleOccupancy (c : Λ → Bool → Matrix m m ℂ) (ψ : m → ℂ) : ℝ :=
  ∑ i, expect ψ (num c i true * num c i false)
```

Taking the real part in `expect` loses nothing for $N_e$ and $D$, because $n$ and $n_\uparrow n_\downarrow$ are Hermitian under these relations.

**Q.** I see no Hamiltonian. How can these be Hubbard bands?

**A.** The sectors are defined by whether the opposite spin is on the site, not by energy. At zero hopping they are separated by the repulsion $U$ and coincide with the bands. With hopping, an energy window can mix them, and its weight can differ from these totals. The rules themselves hold for any unit state, whether or not it is a ground state.

**Q.** Then take me through the proof.

**A.** It begins with the norm identity and the linearity needed to split expectations.

```lean
omit [DecidableEq m] in
/-- The squared norm of `A ψ` is the expectation value of `A† A`. -/
theorem sqNorm_mulVec (A : Matrix m m ℂ) (ψ : m → ℂ) :
    sqNorm (A *ᵥ ψ) = expect ψ (Aᴴ * A) := by
  have h : ∀ v : m → ℂ, sqNorm v = (star v ⬝ᵥ v).re := by
    intro v
    simp only [sqNorm, dotProduct, Complex.re_sum, Pi.star_apply]
    refine Finset.sum_congr rfl fun k _ => ?_
    rw [← Complex.normSq_eq_norm_sq, Complex.normSq_apply]
    simp [Complex.mul_re]
  rw [h, expect, Matrix.star_mulVec, ← Matrix.mulVec_mulVec,
    Matrix.dotProduct_mulVec (star ψ) Aᴴ]

omit [DecidableEq m] in
/-- Expectation values respect differences of operators. -/
theorem expect_sub (ψ : m → ℂ) (A B : Matrix m m ℂ) :
    expect ψ (A - B) = expect ψ A - expect ψ B := by
  simp [expect, Matrix.sub_mulVec, dotProduct_sub]
```

The first lemma writes the squared norm of $A\psi$ as $(A\psi)^\dagger(A\psi)$ and moves the first $A$ across the inner product, where it becomes $A^\dagger$. Next come the operator facts.

```lean
omit [Fintype Λ] in
/-- An occupation operator is idempotent. -/
theorem num_mul_self {c : Λ → Bool → Matrix m m ℂ} (h : CAR c) (i : Λ) (s : Bool) :
    num c i s * num c i s = num c i s := by
  have h1 : c i s * c i s = 0 := by
    have e : c i s * c i s = (1 / 2 : ℂ) • (c i s * c i s + c i s * c i s) := by module
    rw [e, h.anti, smul_zero]
  have h2 : c i s * (c i s)ᴴ + (c i s)ᴴ * c i s = 1 :=
    (h.mixed i s i s).trans (if_pos ⟨rfl, rfl⟩)
  unfold num
  calc (c i s)ᴴ * c i s * ((c i s)ᴴ * c i s)
      = (c i s)ᴴ * (c i s * (c i s)ᴴ + (c i s)ᴴ * c i s) * c i s
        - (c i s)ᴴ * (c i s)ᴴ * (c i s * c i s) := by noncomm_ring
    _ = (c i s)ᴴ * c i s := by rw [h1, h2, mul_one, mul_zero, sub_zero]
```

Here `h1` is $a^2=0$ and `h2` is $aa^\dagger+a^\dagger a=1$. The `calc` step rewrites $n^2$ so that these combinations appear, `noncomm_ring` checks the rearrangement without commuting any factors, and the relations are then substituted.

```lean
omit [Fintype Λ] in
/-- Annihilating or creating an electron commutes with the occupation of the opposite spin
on the same site. -/
theorem ladder_comm_num {c : Λ → Bool → Matrix m m ℂ} (h : CAR c) (i : Λ) (s : Bool) :
    c i s * num c i (!s) = num c i (!s) * c i s ∧
    (c i s)ᴴ * num c i (!s) = num c i (!s) * (c i s)ᴴ := by
  have h1 := h.anti i s i (!s)
  have h2 : c i s * (c i (!s))ᴴ + (c i (!s))ᴴ * c i s = 0 :=
    (h.mixed i s i (!s)).trans (if_neg (by cases s <;> simp))
  have key : c i s * num c i (!s) = num c i (!s) * c i s := by
    unfold num
    calc c i s * ((c i (!s))ᴴ * c i (!s))
        = (c i s * (c i (!s))ᴴ + (c i (!s))ᴴ * c i s) * c i (!s)
          - (c i (!s))ᴴ * (c i s * c i (!s) + c i (!s) * c i s)
          + (c i (!s))ᴴ * c i (!s) * c i s := by noncomm_ring
      _ = (c i (!s))ᴴ * c i (!s) * c i s := by
        rw [h1, h2, zero_mul, mul_zero, sub_zero, zero_add]
  have hn : (num c i (!s))ᴴ = num c i (!s) := by simp [num, Matrix.conjTranspose_mul]
  refine ⟨key, ?_⟩
  -- the relation for the creator is the adjoint of the one for the annihilator
  have k := congrArg Matrix.conjTranspose key
  rw [Matrix.conjTranspose_mul, Matrix.conjTranspose_mul, hn] at k
  exact k.symm
```

This is the double sign change. `key` treats the annihilator, and its adjoint gives the creator's relation. Together they make the two occupations commute:

```lean
omit [Fintype Λ] in
/-- The occupations of the two spins on a site commute. -/
theorem num_comm {c : Λ → Bool → Matrix m m ℂ} (h : CAR c) (i : Λ) (s : Bool) :
    num c i s * num c i (!s) = num c i (!s) * num c i s := by
  obtain ⟨h1, h2⟩ := ladder_comm_num h i s
  change (c i s)ᴴ * c i s * num c i (!s) = num c i (!s) * ((c i s)ᴴ * c i s)
  rw [mul_assoc, h1, ← mul_assoc, h2, mul_assoc]
```

**Q.** Where do the three weights appear?

**A.** In the next theorem, in the same order as in the hand derivation.

```lean
omit [Fintype Λ] in
/-- For one site and spin: the weights of adding an electron with the opposite spin absent,
of adding it with the opposite spin present, and of removing it with the opposite spin absent,
in terms of occupations. -/
theorem site_weights {c : Λ → Bool → Matrix m m ℂ} (h : CAR c) {ψ : m → ℂ}
    (hψ : sqNorm ψ = 1) (i : Λ) (s : Bool) :
    sqNorm (((1 - num c i (!s)) * (c i s)ᴴ) *ᵥ ψ) = 1 - expect ψ (num c i s)
      - (expect ψ (num c i (!s)) - expect ψ (num c i s * num c i (!s))) ∧
    sqNorm ((num c i (!s) * (c i s)ᴴ) *ᵥ ψ)
      = expect ψ (num c i (!s)) - expect ψ (num c i s * num c i (!s)) ∧
    sqNorm (((1 - num c i (!s)) * c i s) *ᵥ ψ)
      = expect ψ (num c i s) - expect ψ (num c i s * num c i (!s)) := by
  have h1 : expect ψ 1 = 1 := by
    have e := sqNorm_mulVec 1 ψ
    rw [Matrix.one_mulVec, Matrix.conjTranspose_one, mul_one] at e
    rw [← e, hψ]
  have haa : c i s * (c i s)ᴴ = 1 - num c i s :=
    eq_sub_of_add_eq ((h.mixed i s i s).trans (if_pos ⟨rfl, rfl⟩))
  have hn : (num c i (!s))ᴴ = num c i (!s) := by simp [num, Matrix.conjTranspose_mul]
  have hi := num_mul_self h i (!s)
  obtain ⟨hc, hc'⟩ := ladder_comm_num h i s
  have hp : (1 - num c i (!s)) * (1 - num c i (!s)) = 1 - num c i (!s) := by
    rw [mul_sub, mul_one, sub_mul, one_mul, hi, sub_self, sub_zero]
  -- each squared operator reduces to a product of commuting projectors
  refine ⟨?_, ?_, ?_⟩
  · have k : ((1 - num c i (!s)) * (c i s)ᴴ)ᴴ * ((1 - num c i (!s)) * (c i s)ᴴ)
        = 1 - num c i s - (num c i (!s) - num c i s * num c i (!s)) := by
      rw [Matrix.conjTranspose_mul, Matrix.conjTranspose_conjTranspose,
        Matrix.conjTranspose_sub, Matrix.conjTranspose_one, hn, mul_assoc,
        ← mul_assoc (1 - num c i (!s)), hp, sub_mul, one_mul, ← hc', mul_sub,
        ← mul_assoc, haa, sub_mul, one_mul]
    rw [sqNorm_mulVec, k]
    simp only [expect_sub, h1]
  · have k : (num c i (!s) * (c i s)ᴴ)ᴴ * (num c i (!s) * (c i s)ᴴ)
        = num c i (!s) - num c i s * num c i (!s) := by
      rw [Matrix.conjTranspose_mul, Matrix.conjTranspose_conjTranspose, hn, mul_assoc,
        ← mul_assoc (num c i (!s)), hi, ← hc', ← mul_assoc, haa, sub_mul, one_mul]
    rw [sqNorm_mulVec, k, expect_sub]
  · have k : ((1 - num c i (!s)) * c i s)ᴴ * ((1 - num c i (!s)) * c i s)
        = num c i s - num c i s * num c i (!s) := by
      rw [Matrix.conjTranspose_mul, Matrix.conjTranspose_sub, Matrix.conjTranspose_one, hn,
        mul_assoc, ← mul_assoc (1 - num c i (!s)), hp, sub_mul, one_mul, ← hc, mul_sub,
        ← mul_assoc]
      rfl
    rw [sqNorm_mulVec, k, expect_sub]
```

`h1` turns normalisation into $\langle1\rangle=1$, `haa` is $aa^\dagger=1-n$, and `hp` says that $1-\bar n$ is idempotent. Each `k` then reduces $A^\dagger A$ to a product of occupation projectors, written out as a difference.

**Q.** So the sum rules are bookkeeping from there?

**A.** Yes. The sum over `Bool` produces both orders of the two occupations, and `hf` brings them to the order used in `doubleOccupancy`. `ring` finishes the arithmetic.

```lean
/-- Sum rules for electron addition: the total weight is `2 (N - Ne + D)` with the opposite
spin absent from the site and `Ne - 2 D` with it present. -/
theorem addition_weights {c : Λ → Bool → Matrix m m ℂ} (h : CAR c) {ψ : m → ℂ}
    (hψ : sqNorm ψ = 1) :
    ∑ i, ∑ s, sqNorm (((1 - num c i (!s)) * (c i s)ᴴ) *ᵥ ψ)
      = 2 * (Fintype.card Λ - electronNumber c ψ + doubleOccupancy c ψ) ∧
    ∑ i, ∑ s, sqNorm ((num c i (!s) * (c i s)ᴴ) *ᵥ ψ)
      = electronNumber c ψ - 2 * doubleOccupancy c ψ := by
  have hl := fun i s => (site_weights h hψ i s).1
  have hu := fun i s => (site_weights h hψ i s).2.1
  have hf : ∀ i, num c i false * num c i true = num c i true * num c i false :=
    fun i => num_comm h i false
  constructor
  · simp only [hl, Fintype.sum_bool, Bool.not_true, Bool.not_false, hf, electronNumber,
      doubleOccupancy, Finset.sum_add_distrib, Finset.sum_sub_distrib, Finset.sum_const,
      Fintype.card_bool, Nat.cast_ofNat,
      Finset.card_univ, nsmul_eq_mul, mul_one]
    ring
  · simp only [hu, Fintype.sum_bool, Bool.not_true, Bool.not_false, hf, electronNumber,
      doubleOccupancy, Finset.sum_add_distrib, Finset.sum_sub_distrib]
    ring
```

**Q.** And $2x$? A ground state at finite $U$ with hopping generally has some double occupancy.

**A.** That is why $D=0$ is a hypothesis, `hD`. It stands for a repulsion so strong that no site holds two electrons. `hN` defines the hole doping $x$ through the electron number, and `Nonempty Λ` makes the division meaningful.

```lean
/-- Without double occupancy and at hole doping `x`, the addition weights per site are `2 x`
with the opposite spin absent and `1 - x` with it present. -/
theorem doped_weights_per_site [Nonempty Λ] {c : Λ → Bool → Matrix m m ℂ} (h : CAR c)
    {ψ : m → ℂ} (hψ : sqNorm ψ = 1) (x : ℝ) (hD : doubleOccupancy c ψ = 0)
    (hN : electronNumber c ψ = Fintype.card Λ * (1 - x)) :
    (∑ i, ∑ s, sqNorm (((1 - num c i (!s)) * (c i s)ᴴ) *ᵥ ψ)) / Fintype.card Λ = 2 * x ∧
    (∑ i, ∑ s, sqNorm ((num c i (!s) * (c i s)ᴴ) *ᵥ ψ)) / Fintype.card Λ = 1 - x := by
  have h0 : (Fintype.card Λ : ℝ) ≠ 0 := Nat.cast_ne_zero.mpr Fintype.card_ne_zero
  rw [(addition_weights h hψ).1, (addition_weights h hψ).2, hD, hN]
  constructor
  · rw [div_eq_iff h0]; ring
  · rw [div_eq_iff h0]; ring
```

No range for $x$ is assumed. The weights are sums of squares, so the two equalities already force $0\le x\le1$. For a doped Mott insulator, this gives an addition weight of $2x$ per site in the lower sector (opposite spin absent), for a finite cluster in a state without double occupancy.

**Q.** What if I can't trust my value of $D$?

**A.** Include removal from the lower sector. The combined total depends only on $N$ and $N_e$:

```lean
/-- With the opposite spin absent, the addition and removal weights together
sum to `2 N - Ne`. -/
theorem lower_total_weight {c : Λ → Bool → Matrix m m ℂ} (h : CAR c) {ψ : m → ℂ}
    (hψ : sqNorm ψ = 1) :
    ∑ i, ∑ s, (sqNorm (((1 - num c i (!s)) * (c i s)ᴴ) *ᵥ ψ)
      + sqNorm (((1 - num c i (!s)) * c i s) *ᵥ ψ))
      = 2 * Fintype.card Λ - electronNumber c ψ := by
  have hl := fun i s => (site_weights h hψ i s).1
  have hr := fun i s => (site_weights h hψ i s).2.2
  have hf : ∀ i, num c i false * num c i true = num c i true * num c i false :=
    fun i => num_comm h i false
  simp only [hl, hr, Fintype.card_bool, Nat.cast_ofNat, Fintype.sum_bool, Bool.not_true, Bool.not_false, hf, electronNumber,
    Finset.sum_add_distrib, Finset.sum_sub_distrib, Finset.sum_const,
    Finset.card_univ, nsmul_eq_mul, mul_one]
  ring
```

The proof adds the first and third weights from `site_weights`, and the double-occupancy terms cancel.

**Q.** Is there a concrete state with nonzero doping that meets all the conditions?

**A.** One site is enough. The basis is empty, up, down, doubly occupied, and the minus sign in the down annihilator is the fermion sign.

```lean
/-- Annihilators of a single site in the basis empty, up, down, doubly occupied. -/
def oneSite (_ : Unit) : Bool → Matrix (Fin 4) (Fin 4) ℂ
  | true => !![0, 1, 0, 0; 0, 0, 0, 0; 0, 0, 0, 1; 0, 0, 0, 0]
  | false => !![0, 0, 1, 0; 0, 0, 0, -1; 0, 0, 0, 0; 0, 0, 0, 0]

/-- A superposition of the empty site and the site with one up electron. -/
def dopedState : Fin 4 → ℂ := ![3 / 5, 4 / 5, 0, 0]

/-- The one-site matrices obey the anticommutation relations, and the superposition is a unit
state without double occupancy and with mean electron number `16/25`. -/
theorem oneSite_witness : CAR oneSite ∧ sqNorm dopedState = 1 ∧
    doubleOccupancy oneSite dopedState = 0 ∧ electronNumber oneSite dopedState = 16 / 25 := by
  refine ⟨⟨?_, ?_⟩, ?_, ?_, ?_⟩
  · intro i s j t
    cases s <;> cases t <;> ext a b <;> fin_cases a <;> fin_cases b <;>
      simp [oneSite]
  · intro i s j t
    ext a b
    simp only [Matrix.add_apply, Matrix.mul_apply, Matrix.conjTranspose_apply,
      Fin.sum_univ_four]
    cases s <;> cases t <;> fin_cases a <;> fin_cases b <;>
      simp [oneSite]
  · simp [sqNorm, dopedState, Fin.sum_univ_succ]
    norm_num
  · -- the state contains no down electron
    have k : ∀ i, oneSite i false *ᵥ dopedState = 0 := by
      intro i
      ext a
      fin_cases a <;>
        simp [oneSite, dopedState, Matrix.mulVec, dotProduct, Fin.sum_univ_succ]
    refine Finset.sum_eq_zero fun i _ => ?_
    have k2 : (num oneSite i true * num oneSite i false) *ᵥ dopedState = 0 := by
      rw [← Matrix.mulVec_mulVec,
        show num oneSite i false = (oneSite i false)ᴴ * oneSite i false from rfl,
        ← Matrix.mulVec_mulVec, k, Matrix.mulVec_zero, Matrix.mulVec_zero]
    rw [expect, k2, dotProduct_zero, Complex.zero_re]
  · simp only [electronNumber, num, ← sqNorm_mulVec]
    simp [sqNorm, oneSite, dopedState, Matrix.mulVec, dotProduct, Fin.sum_univ_succ]
    norm_num

end

end HubbardBandWeights
```

The relations are checked entry by entry. $D$ vanishes because the down annihilator kills the state, and $N_e$ is computed from the squared norms of $c_{is}\psi$. With $N_e=16/25$ the doping is $x=9/25$, so the addition weights are $18/25$ and $16/25$.

**Q.** That state superposes even and odd electron numbers.

**A.** It does, so read it as an algebraic example and not as a preparable state of an isolated site. A mixture of the empty site and the site with one up electron, with probabilities $9/25$ and $16/25$, has the same occupations and the same weights.

```lean
#print axioms HubbardBandWeights.addition_weights
#print axioms HubbardBandWeights.doped_weights_per_site
#print axioms HubbardBandWeights.lower_total_weight
```

```
'HubbardBandWeights.addition_weights' depends on axioms: [propext, Classical.choice, Quot.sound]
'HubbardBandWeights.doped_weights_per_site' depends on axioms: [propext, Classical.choice, Quot.sound]
'HubbardBandWeights.lower_total_weight' depends on axioms: [propext, Classical.choice, Quot.sound]
```
